# The skeleton formula with the Penrose inverse reproduces a matrix exactly when the intersection block has the matrix's rank

If a 2 × 2 matrix has rank one and \(a_{00}\neq 0\), its last entry is \(a_{11}=a_{10}\,a_{00}^{-1}\,a_{01}\), so one row and one column fix the entry that was not computed. For a large matrix of two-electron integrals the corresponding question is when a few computed rows and columns fix all the others.

```lean
import Mathlib

open Matrix

namespace SkeletonDecomposition

variable {m n p q : Type*} [Fintype m] [Fintype n] [Fintype p] [Fintype q]

/-- The matrix `C` made of the columns of `A` listed by `J`. -/
def columns (A : Matrix m n ℂ) (J : q → n) : Matrix m q ℂ := A.submatrix id J

/-- The matrix `R` made of the rows of `A` listed by `I`. -/
def rows (A : Matrix m n ℂ) (I : p → m) : Matrix p n ℂ := A.submatrix I id

/-- The intersection block `W` of the rows `I` and the columns `J` of `A`. -/
def block (A : Matrix m n ℂ) (I : p → m) (J : q → n) : Matrix p q ℂ := A.submatrix I J

/-- The four Penrose equations, saying that `X` is the Penrose inverse of `W`. -/
structure IsPenroseInverse (W : Matrix p q ℂ) (X : Matrix q p ℂ) : Prop where
  inner : W * X * W = W
  outer : X * W * X = X
  left_hermitian : (W * X)ᴴ = W * X
  right_hermitian : (X * W)ᴴ = X * W

omit [Fintype m] [Fintype q] in
/-- Selecting columns is multiplication from the right by columns of the identity. -/
theorem columns_eq_mul [DecidableEq n] (A : Matrix m n ℂ) (J : q → n) :
    columns A J = A * (1 : Matrix n n ℂ).submatrix id J := by
  ext i j
  simp [columns, Matrix.mul_apply, Matrix.one_apply]

/-- Selecting columns and selecting rows cannot raise the rank. -/
theorem rank_selection_le (A : Matrix m n ℂ) (I : p → m) (J : q → n) :
    (columns A J).rank ≤ A.rank ∧ (rows A I).rank ≤ A.rank := by
  classical
  constructor
  · rw [columns_eq_mul]
    exact Matrix.rank_mul_le_left _ _
  · -- rows of `A` are columns of the transpose
    have h : (columns Aᵀ I).rank ≤ Aᵀ.rank := by
      rw [columns_eq_mul]
      exact Matrix.rank_mul_le_left _ _
    change ((rows A I)ᵀ).rank ≤ Aᵀ.rank at h
    rwa [Matrix.rank_transpose, Matrix.rank_transpose] at h

/-- If the selected columns have the full rank of `A`, every column of `A` is a linear
combination of them. -/
theorem exists_eq_columns_mul (A : Matrix m n ℂ) (J : q → n)
    (h : (columns A J).rank = A.rank) : ∃ Y : Matrix q n ℂ, A = columns A J * Y := by
  classical
  have hle : LinearMap.range (columns A J).mulVecLin ≤ LinearMap.range A.mulVecLin := by
    rintro _ ⟨v, rfl⟩
    refine ⟨(1 : Matrix n n ℂ).submatrix id J *ᵥ v, ?_⟩
    rw [columns_eq_mul]
    simp only [Matrix.mulVecLin_apply, Matrix.mulVec_mulVec]
  -- nested column spaces of equal dimension coincide
  have heq := Submodule.eq_of_le_of_finrank_eq hle h
  have hcol : ∀ j : n, ∃ y : q → ℂ, columns A J *ᵥ y = A *ᵥ Pi.single j 1 := by
    intro j
    have hj : A *ᵥ Pi.single j 1 ∈ LinearMap.range (columns A J).mulVecLin := by
      rw [heq]
      exact ⟨Pi.single j 1, rfl⟩
    exact hj
  choose y hy using hcol
  refine ⟨Matrix.of fun k j => y j k, ?_⟩
  ext i j
  have e : (A *ᵥ Pi.single j 1) i = A i j := by simp
  exact e.symm.trans (congrFun (hy j) i).symm

/-- If the selected rows have the full rank of `A`, every row of `A` is a linear
combination of them. -/
theorem exists_eq_mul_rows (A : Matrix m n ℂ) (I : p → m)
    (h : (rows A I).rank = A.rank) : ∃ Z : Matrix m p ℂ, A = Z * rows A I := by
  obtain ⟨Y, hY⟩ := exists_eq_columns_mul Aᵀ I (by
    change ((rows A I)ᵀ).rank = Aᵀ.rank
    rw [Matrix.rank_transpose, Matrix.rank_transpose, h])
  refine ⟨Yᵀ, ?_⟩
  have h2 := congrArg Matrix.transpose hY
  rw [Matrix.transpose_transpose, Matrix.transpose_mul] at h2
  exact h2

/-- If the block `W` has the rank of `A` and `W X W = W`, then `A = C X R`. -/
theorem eq_mul_of_rank_eq (A : Matrix m n ℂ) (I : p → m) (J : q → n) (X : Matrix q p ℂ)
    (hrank : (block A I J).rank = A.rank)
    (hX : block A I J * X * block A I J = block A I J) :
    A = columns A J * X * rows A I := by
  -- the rank of `A` is already reached by `C` and by `R`
  have h1 : (block A I J).rank ≤ (columns A J).rank :=
    (rank_selection_le (columns A J) I (id : q → q)).2
  have h2 : (block A I J).rank ≤ (rows A I).rank :=
    (rank_selection_le (rows A I) (id : p → p) J).1
  have h3 := rank_selection_le A I J
  obtain ⟨Y, hY⟩ := exists_eq_columns_mul A J (le_antisymm h3.1 (hrank ▸ h1))
  obtain ⟨Z, hZ⟩ := exists_eq_mul_rows A I (le_antisymm h3.2 (hrank ▸ h2))
  -- restrict both factorizations to the selected rows and columns
  have hR : rows A I = block A I J * Y := by
    ext i j
    exact congrFun (congrFun hY (I i)) j
  have hC : columns A J = Z * block A I J := by
    ext i j
    exact congrFun (congrFun hZ i) (J j)
  calc A = columns A J * Y := hY
    _ = Z * block A I J * Y := by rw [← hC]
    _ = Z * (block A I J * X * block A I J) * Y := by rw [hX]
    _ = (Z * block A I J) * X * (block A I J * Y) := by simp only [Matrix.mul_assoc]
    _ = columns A J * X * rows A I := by rw [← hC, ← hR]

/-- Skeleton decomposition: with `X` the Penrose inverse of the block `W`, the product
`C X R` equals `A` exactly when `W` has the same rank as `A`. -/
theorem skeleton_decomposition (A : Matrix m n ℂ) (I : p → m) (J : q → n)
    (X : Matrix q p ℂ) (hX : IsPenroseInverse (block A I J) X) :
    A = columns A J * X * rows A I ↔ (block A I J).rank = A.rank := by
  refine ⟨fun h => ?_, fun h => eq_mul_of_rank_eq A I J X h hX.inner⟩
  -- the rank of `A` is bounded by that of `X`, and the rank of `X` by that of `W`
  have h1 : (columns A J * X * rows A I).rank ≤ X.rank :=
    (Matrix.rank_mul_le_left _ _).trans (Matrix.rank_mul_le_right _ _)
  rw [← h] at h1
  have h2 : (X * block A I J * X).rank ≤ (block A I J).rank :=
    (Matrix.rank_mul_le_left _ _).trans (Matrix.rank_mul_le_right _ _)
  rw [hX.outer] at h2
  have h3 : (block A I J).rank ≤ (columns A J).rank :=
    (rank_selection_le (columns A J) I (id : q → q)).2
  exact le_antisymm (h3.trans (rank_selection_le A I J).1) (h1.trans h2)

/-- If the block `W` is square and invertible and its size is the rank of `A`, then
`A = C W⁻¹ R`. -/
theorem skeleton_of_invertible_block [DecidableEq p] (A : Matrix m n ℂ) (I : p → m)
    (J : p → n) (hW : IsUnit (block A I J).det) (hA : A.rank = Fintype.card p) :
    A = columns A J * (block A I J)⁻¹ * rows A I := by
  apply eq_mul_of_rank_eq
  · rw [hA, Matrix.rank_of_isUnit _ ((Matrix.isUnit_iff_isUnit_det _).2 hW)]
  · rw [Matrix.mul_nonsing_inv _ hW, Matrix.one_mul]

omit [Fintype m] [Fintype n] in
/-- Cross approximation interpolates: for `A` of any rank and an invertible block `W`, the
matrix `C W⁻¹ R` has the same selected rows and the same selected columns as `A`. -/
theorem cross_interpolation [DecidableEq p] (A : Matrix m n ℂ) (I : p → m) (J : p → n)
    (hW : IsUnit (block A I J).det) :
    rows (columns A J * (block A I J)⁻¹ * rows A I) I = rows A I ∧
      columns (columns A J * (block A I J)⁻¹ * rows A I) J = columns A J := by
  constructor
  · change block A I J * (block A I J)⁻¹ * rows A I = rows A I
    rw [Matrix.mul_nonsing_inv _ hW, Matrix.one_mul]
  · change columns A J * (block A I J)⁻¹ * block A I J = columns A J
    rw [Matrix.mul_assoc, Matrix.nonsing_inv_mul _ hW, Matrix.mul_one]

/-- A 3 × 3 matrix with proportional rows. -/
def sample : Matrix (Fin 3) (Fin 3) ℂ := !![1, 1, 2; 1, 1, 2; 2, 2, 4]

/-- For the sample matrix and its first two rows and columns, the matrix with all entries
`1/4` is the Penrose inverse of the block, and the block has the rank of the whole matrix. -/
theorem skeleton_witness :
    IsPenroseInverse (block sample ![0, 1] ![0, 1]) !![1/4, 1/4; 1/4, 1/4] ∧
      (block sample ![0, 1] ![0, 1]).rank = sample.rank := by
  have hW : block sample ![0, 1] ![0, 1] = !![1, 1; 1, 1] := by
    ext i j
    fin_cases i <;> fin_cases j <;> rfl
  have hX : IsPenroseInverse (block sample ![0, 1] ![0, 1])
      !![1/4, 1/4; 1/4, 1/4] := by
    rw [hW]
    refine ⟨?_, ?_, ?_, ?_⟩ <;>
      (ext i j
       fin_cases i <;> fin_cases j <;>
         norm_num [Matrix.mul_apply, Fin.sum_univ_succ, Matrix.conjTranspose_apply])
  -- the equality of ranks follows from the explicit factorization
  refine ⟨hX, (skeleton_decomposition _ _ _ _ hX).1 ?_⟩
  have hC : columns sample ![0, 1] = !![1, 1; 1, 1; 2, 2] := by
    ext i j
    fin_cases i <;> fin_cases j <;> rfl
  have hR : rows sample ![0, 1] = !![1, 1, 2; 1, 1, 2] := by
    ext i j
    fin_cases i <;> fin_cases j <;> rfl
  rw [hC, hR]
  ext i j
  simp only [Matrix.mul_apply, Fin.sum_univ_two]
  fin_cases i <;> fin_cases j <;> simp [sample] <;> norm_num

end SkeletonDecomposition
```

```lean
#print axioms SkeletonDecomposition.skeleton_decomposition
#print axioms SkeletonDecomposition.skeleton_of_invertible_block
#print axioms SkeletonDecomposition.cross_interpolation
```

```
'SkeletonDecomposition.skeleton_decomposition' depends on axioms: [propext, Classical.choice, Quot.sound]
'SkeletonDecomposition.skeleton_of_invertible_block' depends on axioms: [propext, Classical.choice, Quot.sound]
'SkeletonDecomposition.cross_interpolation' depends on axioms: [propext, Classical.choice, Quot.sound]
```

## Selected rows, selected columns and their intersection

Let \(A\) be a complex matrix. Choose some of its columns and call the matrix they form \(C\). Choose some of its rows and call the matrix they form \(R\). The entries where the chosen rows and columns cross form the block \(W\). The theorem `skeleton_decomposition` says that, for \(X\) the Penrose inverse of \(W\),
\[
A = C X R \quad\Longleftrightarrow\quad \operatorname{rank} W=\operatorname{rank} A .
\]

In Lean, `m` and `n` are the finite index types of the rows and columns of \(A\), while `p` and `q` label the selected rows and columns. They are types, not numbers. The selections are maps `I : p → m` and `J : q → n`, so any order is allowed, and so are repetitions. In components,
\[
C_{il}=A_{i,J(l)},\qquad R_{kj}=A_{I(k),j},\qquad W_{kl}=A_{I(k),J(l)},
\]
which are `columns A J`, `rows A I` and `block A I J`. The letter \(R\) stands for rows here and has nothing to do with the triangular factor of a QR decomposition.

The Penrose inverse is usually called the Moore–Penrose pseudoinverse and written \(W^+\). The structure `IsPenroseInverse` describes it by four equations: \(WXW=W\), \(XWX=X\), and the requirement that \(WX\) and \(XW\) be Hermitian, where `ᴴ` is the conjugate transpose. An \(X\) with these properties enters as a hypothesis; its existence and uniqueness are standard facts of linear algebra that the theorems do not establish.

Two further theorems treat a square, invertible block, expressed by `IsUnit (block A I J).det`. If the number of selected rows equals the rank of \(A\), then `skeleton_of_invertible_block` gives \(A=CW^{-1}R\). With no condition on the rank of \(A\), `cross_interpolation` says that \(CW^{-1}R\) still agrees with \(A\) on every selected row and every selected column. It says nothing about the remaining entries.

## Two-electron integrals from a few pivot columns

The integrals \((\mu\nu|\lambda\sigma)\) over a finite orbital basis form a matrix with the orbital pair \(\mu\nu\) as row index and \(\lambda\sigma\) as column index. Many orbital products are nearly linearly dependent, so this matrix is often close to one of much lower rank. The result bears on its compression in the idealised case where the selected block has exactly the rank of the whole matrix.

For real orbitals the matrix is symmetric and positive semidefinite, and a pivoted Cholesky decomposition builds the selection as it runs:

1. Compute the diagonal integrals \((\mu\nu|\mu\nu)\) and take the pair with the largest one as the first pivot.
2. Compute the column of integrals belonging to that pair, subtract the contributions of earlier pivots, and update the diagonal of the remainder.
3. Repeat with the largest remaining diagonal element until it falls below a chosen threshold.

With `I` and `J` both listing the pivots, the matrix reached at any stage is \(CW^{-1}R\). Codes usually store it in factored form: with \(W=LL^{T}\) and \(B=CL^{-T}\), it equals \(BB^{T}\).

The step from the theorem to such a calculation is the passage from exact to approximate rank. A real integral matrix generally retains a small remainder after the last pivot, and the rank hypothesis then fails. The interpolation statement still applies to the invertible pivot block, but a bound on the remainder needs a separate argument.

## A 3 × 3 matrix worked through

The matrix `sample` and its first two rows and columns, numbered 0 and 1 as in Lean, give
\[
A=\begin{pmatrix}1&1&2\\1&1&2\\2&2&4\end{pmatrix},\qquad
W=\begin{pmatrix}1&1\\1&1\end{pmatrix},\qquad
X=\tfrac14\begin{pmatrix}1&1\\1&1\end{pmatrix}.
\]
The block is singular, so \(W^{-1}\) is unavailable. Since \(W^2=2W\), we have \(WXW=\tfrac14W^3=W\) and \(XWX=\tfrac1{16}W^3=\tfrac14W=X\), and both \(WX\) and \(XW\) equal the Hermitian matrix \(\tfrac12W\). The product is
\[
CXR=\begin{pmatrix}1&1\\1&1\\2&2\end{pmatrix}X\begin{pmatrix}1&1&2\\1&1&2\end{pmatrix}
=\begin{pmatrix}\tfrac12&\tfrac12\\\tfrac12&\tfrac12\\1&1\end{pmatrix}\begin{pmatrix}1&1&2\\1&1&2\end{pmatrix}=A .
\]

Now change the last entry of \(A\) from 4 to 5, which raises the rank to two. Selecting only row 0 and column 0 gives \(W=(1)\), and \(CW^{-1}R\) is the old matrix with 4 in the corner. Row 0 and column 0 are exact, and the error of 1 sits in an entry that was not selected. Adding row 2 and column 2 to the selection gives
\[
W=\begin{pmatrix}1&2\\2&5\end{pmatrix},\qquad
CW^{-1}=\begin{pmatrix}1&0\\1&0\\0&1\end{pmatrix},\qquad
R=\begin{pmatrix}1&1&2\\2&2&5\end{pmatrix},
\]
and \(CW^{-1}R\) is now the whole matrix, with 5 in the corner.

## Why equal rank is the right condition

**If \(\operatorname{rank}W=\operatorname{rank}A\), the selected columns and the selected rows each have the rank of \(A\).** Selecting columns is a multiplication: \(C=AE\) with \(E_{jl}=\delta_{j,J(l)}\). Hence \(\operatorname{rank}C\le\operatorname{rank}A\), and transposition gives \(\operatorname{rank}R\le\operatorname{rank}A\). The block \(W\) is itself a selection of rows from \(C\) and a selection of columns from \(R\), so
\[
\operatorname{rank}W\le\operatorname{rank}C\le\operatorname{rank}A,\qquad
\operatorname{rank}W\le\operatorname{rank}R\le\operatorname{rank}A .
\]
If the two ends are equal, so is everything between them.

**They generate the rest of the matrix.** The column space of \(C\) lies inside that of \(A\) and has the same dimension, so the two coincide. Each column of \(A\) is then \(Cy_j\) for some vector \(y_j\), and collecting these vectors as the columns of a matrix \(Y\) gives \(A=CY\). The same argument for \(A^T\) gives a matrix \(Z\) with \(A=ZR\).

**The coefficients can be eliminated.** Taking the rows \(I(k)\) of \(A=CY\) gives \(R=WY\). Taking the columns \(J(l)\) of \(A=ZR\) gives \(C=ZW\). Therefore
\[
CXR=(ZW)X(WY)=Z(WXW)Y=ZWY=CY=A .
\]
Of the four Penrose equations only \(WXW=W\) was used.

**The converse.** Suppose \(A=CXR\). The rank of a product is at most that of any factor, so \(\operatorname{rank}A\le\operatorname{rank}X\). From \(X=XWX\) it follows that \(\operatorname{rank}X\le\operatorname{rank}W\). Together with \(\operatorname{rank}W\le\operatorname{rank}A\) this gives equality.

**An invertible block.** Here \(X=W^{-1}\) satisfies \(WXW=W\), and \(\operatorname{rank}W\) is the size of the block, so the first direction applies when that size is \(\operatorname{rank}A\). For interpolation no rank argument is needed. The selected rows of \(C\) form \(W\), so the selected rows of \(CW^{-1}R\) are \(WW^{-1}R=R\). Likewise its selected columns are \(CW^{-1}W=C\).

## The same argument in Lean

`columns_eq_mul` writes column selection as multiplication by selected columns of the identity, the matrix \(E\) above. `rank_selection_le` combines this with Mathlib's bound on the rank of a product and treats rows through the transpose.

`exists_eq_columns_mul` produces \(Y\). It shows that the range of \(C\) is contained in the range of \(A\), and `Submodule.eq_of_le_of_finrank_eq` turns equal dimension into equality of the two spaces. Applying \(A\) to the unit vector `Pi.single j 1` picks out column \(j\); `choose` then selects one coefficient vector for each column. `exists_eq_mul_rows` applies this result to `Aᵀ` and transposes back to obtain \(Z\).

`eq_mul_of_rank_eq` carries out the elimination. The facts `hR` and `hC` are \(R=WY\) and \(C=ZW\), read off entry by entry from the two factorisations, and the `calc` block is the displayed chain of products in reverse order. Its hypothesis on `X` is the single equation \(WXW=W\), so it holds for more general inverses than the Penrose one.

In `skeleton_decomposition` the direction from equal rank to the formula is this lemma applied to `hX.inner`. For the other direction, `h1` bounds the rank of \(A\) by that of \(X\), `h2` bounds the rank of \(X\) by that of \(W\) through `hX.outer`, and `le_antisymm` joins the two opposite inequalities.

The invertible-block theorem supplies the two hypotheses of `eq_mul_of_rank_eq`. In `cross_interpolation`, `change` exposes the products \(WW^{-1}R\) and \(CW^{-1}W\), which then simplify.

`skeleton_witness` checks the four Penrose equations for `sample` entry by entry. It obtains the equality of ranks without computing either rank: the product \(CXR\) is multiplied out and found equal to \(A\), and the converse direction of the main theorem does the rest.
